# Half filling of the fragment-plus-bath space of a mean-field density matrix

One electron in a pure state shared between a fragment orbital and an environment orbital, with fragment occupation a, has the density matrix [[a, b], [b*, 1 − a]] with |b|² = a(1 − a), and for 0 < a < 1 the environment orbital is the bath and holds the 1 − a electrons that the fragment lacks. The file extends this count to n fragment orbitals in a finite system with an idempotent density matrix, provided that no natural occupation of the fragment is 0 or 1.

```lean
import Mathlib

open Matrix

namespace DMETBathHalfFilling

noncomputable section

variable {f e : Type*} [Fintype f] [Fintype e] [DecidableEq f] [DecidableEq e]

/-- One-particle density matrix with fragment block `A`, fragment-environment coupling `B`
and environment block `C`. -/
def density (A : Matrix f f ℂ) (B : Matrix f e ℂ) (C : Matrix e e ℂ) :
    Matrix (f ⊕ e) (f ⊕ e) ℂ :=
  fromBlocks A B Bᴴ C

/-- The bath operator `Q = Bᴴ (B Bᴴ)⁻¹ B` on the environment. -/
def bathProj (B : Matrix f e ℂ) : Matrix e e ℂ :=
  Bᴴ * (B * Bᴴ)⁻¹ * B

/-- The fragment-plus-bath operator: identity on the fragment, `Q` on the environment. -/
def embProj (B : Matrix f e ℂ) : Matrix (f ⊕ e) (f ⊕ e) ℂ :=
  fromBlocks 1 0 0 (bathProj B)

/-- The core density `(1 - Q) C (1 - Q)`: the environment block outside the bath. -/
def coreDensity (B : Matrix f e ℂ) (C : Matrix e e ℂ) : Matrix e e ℂ :=
  (1 - bathProj B) * C * (1 - bathProj B)

variable {A : Matrix f f ℂ} {B : Matrix f e ℂ} {C : Matrix e e ℂ}

omit [DecidableEq f] [DecidableEq e] in
/-- The trace of a block matrix is the sum of the traces of its diagonal blocks. -/
theorem trace_blocks (a : Matrix f f ℂ) (b : Matrix f e ℂ) (c : Matrix e f ℂ)
    (d : Matrix e e ℂ) : (fromBlocks a b c d).trace = a.trace + d.trace := by
  simp [Matrix.trace, Fintype.sum_sum_type]

omit [DecidableEq e] in
/-- The four block equations contained in the idempotency of the density matrix. -/
theorem block_relations (hD : density A B C * density A B C = density A B C) :
    B * C = (1 - A) * B ∧ C * Bᴴ = Bᴴ * (1 - A) ∧
      B * Bᴴ = A - A * A ∧ Bᴴ * B = C - C * C := by
  unfold density at hD
  rw [fromBlocks_multiply, fromBlocks_inj] at hD
  obtain ⟨h1, h2, h3, h4⟩ := hD
  refine ⟨?_, ?_, ?_, ?_⟩
  · rw [Matrix.sub_mul, Matrix.one_mul, eq_sub_iff_add_eq, add_comm]
    exact h2
  · rw [Matrix.mul_sub, Matrix.mul_one, eq_sub_iff_add_eq, add_comm]
    exact h3
  · rw [eq_sub_iff_add_eq, add_comm]
    exact h1
  · rw [eq_sub_iff_add_eq]
    exact h4

omit [DecidableEq e] in
/-- If `B Bᴴ` is invertible, `Q` is a Hermitian idempotent that leaves the coupling blocks
unchanged and whose trace is the number of fragment orbitals. -/
theorem bath_projector (hG : IsUnit (B * Bᴴ).det) :
    (bathProj B).IsHermitian ∧ bathProj B * bathProj B = bathProj B ∧
      B * bathProj B = B ∧ bathProj B * Bᴴ = Bᴴ ∧
      (bathProj B).trace = Fintype.card f := by
  have hBQ : B * bathProj B = B := by
    rw [bathProj, ← Matrix.mul_assoc, ← Matrix.mul_assoc, mul_nonsing_inv _ hG,
      Matrix.one_mul]
  refine ⟨?_, ?_, hBQ, ?_, ?_⟩
  · show (bathProj B)ᴴ = bathProj B
    simp only [bathProj, conjTranspose_mul, conjTranspose_nonsing_inv,
      conjTranspose_conjTranspose, Matrix.mul_assoc]
  · calc bathProj B * bathProj B = Bᴴ * (B * Bᴴ)⁻¹ * (B * bathProj B) := by
          simp only [bathProj, Matrix.mul_assoc]
      _ = bathProj B := by rw [hBQ, bathProj]
  · rw [bathProj, Matrix.mul_assoc, Matrix.mul_assoc, nonsing_inv_mul _ hG, Matrix.mul_one]
  · rw [bathProj, trace_mul_comm, ← Matrix.mul_assoc, mul_nonsing_inv _ hG, trace_one]

omit [DecidableEq e] in
/-- For an idempotent density matrix with `A - A²` invertible, `Q` is a Hermitian idempotent
of trace `n` commuting with `C`, and `tr A + tr (Q C) = n`, the number of fragment orbitals. -/
theorem bath_half_filling (hD : density A B C * density A B C = density A B C)
    (hA : IsUnit (A - A * A).det) :
    (bathProj B).IsHermitian ∧ bathProj B * bathProj B = bathProj B ∧
      (bathProj B).trace = Fintype.card f ∧ bathProj B * C = C * bathProj B ∧
      A.trace + (bathProj B * C).trace = Fintype.card f := by
  obtain ⟨hBC, hCB, h3, -⟩ := block_relations hD
  have hG : IsUnit (B * Bᴴ).det := by rw [h3]; exact hA
  obtain ⟨hQ, hQQ, hBQ, hQB, htr⟩ := bath_projector hG
  have left : ∀ X : Matrix e e ℂ, bathProj B * X = Bᴴ * (B * Bᴴ)⁻¹ * (B * X) := fun X => by
    simp only [bathProj, Matrix.mul_assoc]
  have right : ∀ X : Matrix e e ℂ, X * bathProj B = X * Bᴴ * ((B * Bᴴ)⁻¹ * B) := fun X => by
    simp only [bathProj, Matrix.mul_assoc]
  refine ⟨hQ, hQQ, htr, ?_, ?_⟩
  · -- both Q C and C Q equal Q C Q
    have h1 : B * (C * bathProj B) = B * C := by
      rw [← Matrix.mul_assoc, hBC, Matrix.mul_assoc, hBQ]
    have h2 : bathProj B * C * Bᴴ = C * Bᴴ := by
      rw [Matrix.mul_assoc, hCB, ← Matrix.mul_assoc, hQB]
    calc bathProj B * C = bathProj B * (C * bathProj B) := by
          rw [left (C * bathProj B), h1, ← left C]
      _ = bathProj B * C * bathProj B := (Matrix.mul_assoc _ _ _).symm
      _ = C * bathProj B := by rw [right (bathProj B * C), h2, ← right C]
  · -- the bath electrons are the fragment holes
    have h : (bathProj B * C).trace = (1 - A).trace := by
      rw [left C, hBC, trace_mul_comm, Matrix.mul_assoc, ← Matrix.mul_assoc B,
        mul_nonsing_inv _ hG, Matrix.mul_one]
    rw [h, trace_sub, trace_one]
    ring

omit [DecidableEq e] in
/-- The fragment-plus-bath operator `P` has trace `2n` and commutes with `D`, and the embedded
density `P D` is a Hermitian idempotent of trace `n`. -/
theorem embedded_density (hH : (density A B C).IsHermitian)
    (hD : density A B C * density A B C = density A B C) (hA : IsUnit (A - A * A).det) :
    (embProj B).trace = 2 * Fintype.card f ∧
      embProj B * density A B C = density A B C * embProj B ∧
      (embProj B * density A B C).IsHermitian ∧
      embProj B * density A B C * (embProj B * density A B C) = embProj B * density A B C ∧
      (embProj B * density A B C).trace = Fintype.card f := by
  have hG : IsUnit (B * Bᴴ).det := by rw [(block_relations hD).2.2.1]; exact hA
  obtain ⟨hQ, hQQ, hBQ, hQB, htrQ⟩ := bath_projector hG
  obtain ⟨-, -, -, hc, htr⟩ := bath_half_filling hD hA
  have hPD : embProj B * density A B C = fromBlocks A B Bᴴ (bathProj B * C) := by
    simp [embProj, density, fromBlocks_multiply, hQB]
  have hDP : density A B C * embProj B = fromBlocks A B Bᴴ (bathProj B * C) := by
    simp [embProj, density, fromBlocks_multiply, hBQ, hc]
  have hcomm : embProj B * density A B C = density A B C * embProj B := hPD.trans hDP.symm
  have hPP : embProj B * embProj B = embProj B := by
    simp [embProj, fromBlocks_multiply, hQQ]
  have hP : (embProj B)ᴴ = embProj B := by
    simp [embProj, fromBlocks_conjTranspose, hQ.eq]
  refine ⟨?_, hcomm, ?_, ?_, ?_⟩
  · rw [embProj, trace_blocks, trace_one, htrQ]
    ring
  · show (embProj B * density A B C)ᴴ = embProj B * density A B C
    rw [conjTranspose_mul, hH.eq, hP, hcomm]
  · -- a product of commuting projectors is a projector
    calc embProj B * density A B C * (embProj B * density A B C)
        = embProj B * (density A B C * embProj B) * density A B C := by
          simp only [Matrix.mul_assoc]
      _ = embProj B * embProj B * (density A B C * density A B C) := by
          rw [← hcomm]; simp only [Matrix.mul_assoc]
      _ = embProj B * density A B C := by rw [hPP, hD]
  · rw [hPD, trace_blocks, htr]

/-- The core density is a Hermitian idempotent, and the total electron number `tr D` is `n`
plus the trace of the core density. -/
theorem core_density (hH : (density A B C).IsHermitian)
    (hD : density A B C * density A B C = density A B C) (hA : IsUnit (A - A * A).det) :
    (coreDensity B C).IsHermitian ∧ coreDensity B C * coreDensity B C = coreDensity B C ∧
      (density A B C).trace = Fintype.card f + (coreDensity B C).trace := by
  obtain ⟨-, -, h3, h4⟩ := block_relations hD
  have hG : IsUnit (B * Bᴴ).det := by rw [h3]; exact hA
  obtain ⟨hQ, hQQ, -, hQB, -⟩ := bath_projector hG
  obtain ⟨-, -, -, hc, htr⟩ := bath_half_filling hD hA
  unfold density at hH
  have hC : C.IsHermitian := (isHermitian_fromBlocks_iff.mp hH).2.2.2
  unfold coreDensity
  generalize bathProj B = Q at hQ hQQ hQB hc htr ⊢
  have hcore : (1 - Q) * C * (1 - Q) = C - Q * C := by
    calc (1 - Q) * C * (1 - Q) = C - C * Q - Q * C + Q * (C * Q) := by noncomm_ring
      _ = C - Q * C := by rw [← hc, ← Matrix.mul_assoc, hQQ]; abel
  -- all fractional occupation of the environment lies in the bath
  have hfrac : Q * (C - C * C) = C - C * C := by rw [← h4, ← Matrix.mul_assoc, hQB]
  refine ⟨?_, ?_, ?_⟩
  · show ((1 - Q) * C * (1 - Q))ᴴ = (1 - Q) * C * (1 - Q)
    simp only [conjTranspose_mul, conjTranspose_sub, conjTranspose_one, hQ.eq, hC.eq,
      Matrix.mul_assoc]
  · rw [hcore]
    calc (C - Q * C) * (C - Q * C)
        = C * C - C * Q * C - Q * C * C + Q * (C * Q) * C := by noncomm_ring
      _ = C - Q * C := by
          rw [← hc, ← Matrix.mul_assoc Q Q C, hQQ]
          linear_combination (norm := noncomm_ring) hfrac
  · rw [hcore, density, trace_blocks, trace_sub]
    linear_combination htr

/-- Fragment block of a three-site density matrix with one fragment site. -/
def witA : Matrix (Fin 1) (Fin 1) ℂ := !![2 / 3]

/-- Coupling block of the three-site density matrix. -/
def witB : Matrix (Fin 1) (Fin 2) ℂ := !![-1 / 3, -1 / 3]

/-- Environment block of the three-site density matrix. -/
def witC : Matrix (Fin 2) (Fin 2) ℂ := !![2 / 3, -1 / 3; -1 / 3, 2 / 3]

/-- The three-site density matrix is a Hermitian idempotent of trace two with `A - A²`
invertible, and its core density has trace one. -/
theorem half_filling_witness :
    (density witA witB witC).IsHermitian ∧
      density witA witB witC * density witA witB witC = density witA witB witC ∧
      IsUnit (witA - witA * witA).det ∧ (density witA witB witC).trace = 2 ∧
      (coreDensity witB witC).trace = 1 := by
  have hH : (density witA witB witC).IsHermitian := by
    show (density witA witB witC)ᴴ = density witA witB witC
    ext i j
    rcases i with i | i <;> rcases j with j | j <;> fin_cases i <;> fin_cases j <;>
      simp [density, witA, witB, witC, conjTranspose_apply]
  have h3 : (starRingEnd ℂ) 3 = 3 := map_ofNat (starRingEnd ℂ) 3
  have hD : density witA witB witC * density witA witB witC = density witA witB witC := by
    ext i j
    rcases i with i | i <;> rcases j with j | j <;> fin_cases i <;> fin_cases j <;>
      simp [density, witA, witB, witC, conjTranspose_apply, Matrix.mul_apply,
        Fintype.sum_sum_type, Fin.sum_univ_succ, h3] <;> norm_num [h3]
  have hA : IsUnit (witA - witA * witA).det := by
    rw [isUnit_iff_ne_zero, det_fin_one]
    simp [witA]
    norm_num
  have ht : (density witA witB witC).trace = 2 := by
    rw [density, trace_blocks]
    simp [witA, witC, Matrix.trace, Fin.sum_univ_succ]
    norm_num
  have hcount := (core_density hH hD hA).2.2
  rw [ht, Fintype.card_fin, Nat.cast_one] at hcount
  exact ⟨hH, hD, hA, ht, by linear_combination (-1) * hcount⟩

end

end DMETBathHalfFilling
```

```lean
#print axioms DMETBathHalfFilling.bath_half_filling
#print axioms DMETBathHalfFilling.embedded_density
```

```
'DMETBathHalfFilling.bath_half_filling' depends on axioms: [propext, Classical.choice, Quot.sound]
'DMETBathHalfFilling.embedded_density' depends on axioms: [propext, Classical.choice, Quot.sound]
```

## The statements

The types `f` and `e` index orthonormal fragment and environment spin orbitals, called orbitals for short, and n is `Fintype.card f`. With ᴴ for the conjugate transpose and G = BBᴴ, the definitions `density`, `bathProj`, `embProj` and `coreDensity` are

D = [[A, B], [Bᴴ, C]]
Q = Bᴴ G⁻¹ B
P = [[1, 0], [0, Q]]
K = (1 − Q) C (1 − Q)

The hypothesis `hD` is D² = D, `hA` is invertibility of A − A², and `hH` is D = Dᴴ. From `hD` and `hA` alone, `bath_half_filling` concludes that Q is a Hermitian idempotent of trace n, that QC = CQ, and that

tr A + tr(QC) = n

Adding `hH`, `embedded_density` gives tr P = 2n, PD = DP, and PD a Hermitian idempotent of trace n. Under the same three hypotheses `core_density` gives K a Hermitian idempotent with tr D = n + tr K.

## The physics

A Hermitian idempotent D is the one-particle density matrix of a single Slater determinant, whose eigenvalues, the occupations of its natural spin orbitals, are 0 or 1. For Hermitian A, `hA` says that no fragment natural orbital is completely empty or full; it is assumed, not derived, and it fails whenever the fragment has more orbitals than the determinant has electrons, as can happen in a large basis. The range of Q is the bath, the range of P is the embedding space of 2n orbitals, and the remaining occupied orbitals form the core. In density matrix embedding theory with such a mean-field reference and this bath, the embedded problem therefore has n electrons in 2n spin orbitals when `hA` holds. For a closed-shell determinant and n spatial fragment orbitals, D is the density matrix of one spin, and the count is n electrons per spin, 2n in total. The theorems concern one-particle matrices: the Schmidt decomposition of the many-electron determinant, individual bath orbitals and the embedding Hamiltonian do not appear.

## The derivation and its Lean form

The blocks of D² = D give

BC = (1 − A)B,  CBᴴ = Bᴴ(1 − A),  BBᴴ = A − A²,  BᴴB = C − C²

which `block_relations` reads off with `fromBlocks_multiply` and `fromBlocks_inj`. The third relation turns `hA` into invertibility of G. Then `bath_projector` uses

BQ = G G⁻¹ B = B,  QBᴴ = Bᴴ G⁻¹ G = Bᴴ
Q² = Bᴴ G⁻¹ (BQ) = Q,  tr Q = tr(B Bᴴ G⁻¹) = n

and Q = Qᴴ because G is Hermitian. The commutation starts from `h1` and `h2`:

BCQ = (1 − A)BQ = (1 − A)B = BC
QCBᴴ = QBᴴ(1 − A) = Bᴴ(1 − A) = CBᴴ

Multiplying the first by BᴴG⁻¹ on the left gives QCQ = QC, and the second by G⁻¹B on the right gives QCQ = CQ; the helpers `left` and `right` do this bracketing. Cyclicity of the trace (`trace_mul_comm`) gives

tr(QC) = tr(Bᴴ G⁻¹ (1 − A) B) = tr((1 − A) G G⁻¹) = n − tr A

In `embedded_density`, both PD and DP multiply out to [[A, B], [Bᴴ, QC]]. Since P² = P = Pᴴ, one has (PD)ᴴ = DP = PD and (PD)² = P²D² = PD, and `trace_blocks` gives tr(PD) = tr A + tr(QC) and tr P = n + tr Q.

In `core_density`, QCQ = QC = CQ reduces K to C − QC (`hcore`), and Q(C − C²) = QBᴴB = C − C² is `hfrac`. Therefore

K² = C² − QC² = C − QC = K
tr D = tr A + tr C = n + tr(C − QC)

where `linear_combination (norm := noncomm_ring) hfrac` closes the first line. K is Hermitian because Q and C are.

The proof turns on Mathlib's matrix inverse. The expression `(B * Bᴴ)⁻¹` is defined for every B and equals zero when G is singular, so `bathProj` carries no hypothesis. Invertibility enters as `IsUnit (B * Bᴴ).det` where G meets its inverse, through `mul_nonsing_inv` and `nonsing_inv_mul`, while `conjTranspose_nonsing_inv` needs no such condition.

## Small cases

The matrices `witA`, `witB` and `witC` are the blocks of D = 1 − vvᵀ with v = (1, 1, 1)/√3 and one fragment site. The theorem `half_filling_witness` verifies the three hypotheses, tr D = 2 and tr K = 1; the other numbers below are worked on paper only. Here A = 2/3 and G = 2/9 = A − A², so

Q = ½ [[1, 1], [1, 1]]

The bath orbital (1, 1)/√2 is an eigenvector of C with eigenvalue 1/3, so tr A + tr(QC) = 2/3 + 1/3 = 1. The orthogonal orbital (1, −1)/√2 has eigenvalue 1 and holds the core electron.

When the environment has exactly n orbitals, as in the two-orbital case, a projector of trace n is the identity, so Q = 1 and K = 0. For n = 0 the hypothesis `hA` holds trivially, Q = 0 and K = C.

Without `hA`, take one orbital on each side with A = 0, B = 0, C = 1. This D is a Hermitian idempotent, but B = 0 gives Q = 0, so tr Q = 0 and tr A + tr(QC) = 0 instead of 1. Without `hD`, take one electron in a mixed state over one fragment and two environment orbitals, with A = 1/2, B = (1/4, 0) and C = diag(1/4, 1/4): then A − A² = 1/4 is invertible and Q = diag(1, 0), yet tr A + tr(QC) = 3/4.
